# Chachiyo's correlation energy with a < 0 < b gives a positive kinetic part at every density exactly when b ≥ 2

In a uniform electron gas, correlation raises the kinetic energy above that of non-interacting electrons at the same density, and the virial theorem extracts this increase from the correlation energy per electron $e(r)$ as $t(r)=-(r\,e)'$, where $r$ is the density parameter (the Wigner–Seitz radius in bohr). An approximate formula for $e$ need not give a positive $t$, so one can ask for which parameters Chachiyo's formula $e(r)=a\ln(1+b/r+b/r^2)$ does.

```lean
import Mathlib

open Filter Topology Set

namespace ChachiyoKineticSign

noncomputable section

/-- Chachiyo's correlation energy per electron at density parameter `r`. -/
def energy (a b r : ℝ) : ℝ := a * Real.log (1 + b / r + b / r ^ 2)

/-- The virial kinetic correlation energy per electron, minus the derivative of `r e(r)`. -/
def kinetic (a b r : ℝ) : ℝ := -deriv (fun s => s * energy a b s) r

/-- The kinetic correlation energy in units of `-a`, in closed form. -/
def reduced (b r : ℝ) : ℝ :=
  Real.log (1 + b / r + b / r ^ 2) - b * (r + 2) / (r ^ 2 + b * r + b)

/-- The slope of the logarithm in Chachiyo's formula. -/
theorem hasDerivAt_log_part {b r : ℝ} (hb : 0 < b) (hr : 0 < r) :
    HasDerivAt (fun s : ℝ => Real.log (1 + b / s + b / s ^ 2))
      (-(b * (r + 2)) / (r * (r ^ 2 + b * r + b))) r := by
  have hpos : 0 < 1 + b / r + b / r ^ 2 := by positivity
  have hQ : r ^ 2 + b * r + b ≠ 0 := by positivity
  have hsq : HasDerivAt (fun s : ℝ => s ^ 2) (2 * r) r := by
    simpa using hasDerivAt_pow 2 r
  have h1 : HasDerivAt (fun s : ℝ => b / s) (-b / r ^ 2) r :=
    ((hasDerivAt_const r b).fun_div (hasDerivAt_id' r) hr.ne').congr_deriv (by ring)
  have h2 : HasDerivAt (fun s : ℝ => b / s ^ 2) (-(2 * b) / r ^ 3) r :=
    ((hasDerivAt_const r b).fun_div hsq (pow_ne_zero 2 hr.ne')).congr_deriv
      (by field_simp; ring)
  have h3 : HasDerivAt (fun s : ℝ => 1 + b / s + b / s ^ 2)
      (-b / r ^ 2 + -(2 * b) / r ^ 3) r := (h1.const_add 1).fun_add h2
  have e : 1 + b / r + b / r ^ 2 = (r ^ 2 + b * r + b) / r ^ 2 := by
    field_simp
  refine (h3.log hpos.ne').congr_deriv ?_
  rw [e]
  field_simp
  ring

/-- The kinetic correlation energy is `-a` times its reduced closed form. -/
theorem kinetic_eq (a : ℝ) {b r : ℝ} (hb : 0 < b) (hr : 0 < r) :
    kinetic a b r = -a * reduced b r := by
  have hQ : r ^ 2 + b * r + b ≠ 0 := by positivity
  have h : HasDerivAt (fun s => s * energy a b s) (a * reduced b r) r := by
    refine ((hasDerivAt_id' r).fun_mul
      ((hasDerivAt_log_part hb hr).const_mul a)).congr_deriv ?_
    have e : r * (-(b * (r + 2)) / (r * (r ^ 2 + b * r + b)))
        = -(b * (r + 2) / (r ^ 2 + b * r + b)) := by
      field_simp
    unfold reduced
    linear_combination a * e
  rw [kinetic, h.deriv]
  ring

/-- The slope of the reduced kinetic correlation energy, in closed form. -/
theorem hasDerivAt_reduced {b r : ℝ} (hb : 0 < b) (hr : 0 < r) :
    HasDerivAt (reduced b)
      (b * ((2 - b) * r ^ 2 - 2 * b * r - 2 * b) / (r * (r ^ 2 + b * r + b) ^ 2)) r := by
  have hQ : r ^ 2 + b * r + b ≠ 0 := by positivity
  have hsq : HasDerivAt (fun s : ℝ => s ^ 2) (2 * r) r := by
    simpa using hasDerivAt_pow 2 r
  have hN : HasDerivAt (fun s : ℝ => b * (s + 2)) b r :=
    (((hasDerivAt_id' r).add_const 2).const_mul b).congr_deriv (by ring)
  have hD : HasDerivAt (fun s : ℝ => s ^ 2 + b * s + b) (2 * r + b) r :=
    ((hsq.fun_add ((hasDerivAt_id' r).const_mul b)).add_const b).congr_deriv (by ring)
  refine ((hasDerivAt_log_part hb hr).fun_sub (hN.fun_div hD hQ)).congr_deriv ?_
  field_simp
  ring

/-- The reduced kinetic correlation energy vanishes in the low-density limit. -/
theorem tendsto_reduced {b : ℝ} (hb : 0 < b) : Tendsto (reduced b) atTop (𝓝 0) := by
  have h1 : Tendsto (fun r : ℝ => b / r) atTop (𝓝 0) :=
    tendsto_const_nhds.div_atTop tendsto_id
  have h2 : Tendsto (fun r : ℝ => b / r ^ 2) atTop (𝓝 0) :=
    tendsto_const_nhds.div_atTop (tendsto_pow_atTop two_ne_zero)
  have h3 : Tendsto (fun r : ℝ => 1 + b / r + b / r ^ 2) atTop (𝓝 1) := by
    simpa using (h1.const_add 1).add h2
  have h4 : Tendsto (fun r : ℝ => Real.log (1 + b / r + b / r ^ 2)) atTop (𝓝 0) := by
    simpa using h3.log one_ne_zero
  have h5 : Tendsto (fun r : ℝ => 3 * b / r) atTop (𝓝 0) :=
    tendsto_const_nhds.div_atTop tendsto_id
  -- the rational part is squeezed between 0 and 3b/r
  have h6 : Tendsto (fun r : ℝ => b * (r + 2) / (r ^ 2 + b * r + b)) atTop (𝓝 0) := by
    refine squeeze_zero' ?_ ?_ h5
    · filter_upwards [eventually_ge_atTop (1 : ℝ)] with r hr
      have : 0 < r := by linarith
      positivity
    · filter_upwards [eventually_ge_atTop (1 : ℝ)] with r hr
      have h0 : 0 < r := by linarith
      rw [div_le_div_iff₀ (by positivity) h0]
      have k1 : 0 ≤ b * (r * (r - 1)) :=
        mul_nonneg hb.le (mul_nonneg h0.le (by linarith))
      have k2 : 0 ≤ b * (b * r + b) := by positivity
      nlinarith
  have h7 := h4.sub h6
  rw [sub_zero] at h7
  exact h7

/-- For `a < 0` and `0 < b < 2` a single radius separates positive kinetic correlation energy
(higher density) from negative kinetic correlation energy (lower density). -/
theorem kinetic_sign_change {a b : ℝ} (ha : a < 0) (hb : 0 < b) (hb2 : b < 2) :
    ∃ r₀ > 0, (∀ r, 0 < r → r < r₀ → 0 < kinetic a b r) ∧ kinetic a b r₀ = 0 ∧
      ∀ r, r₀ < r → kinetic a b r < 0 := by
  have h2 : 0 < 2 - b := by linarith
  -- the turning point R of the reduced energy
  obtain ⟨R, hR0, hR⟩ : ∃ R : ℝ, 0 < R ∧ (2 - b) * R ^ 2 - 2 * b * R - 2 * b = 0 := by
    have hs : Real.sqrt (4 * b - b ^ 2) ^ 2 = 4 * b - b ^ 2 :=
      Real.sq_sqrt (by nlinarith)
    have hs0 := Real.sqrt_nonneg (4 * b - b ^ 2)
    set s := Real.sqrt (4 * b - b ^ 2)
    obtain ⟨R, hR⟩ : ∃ R : ℝ, (2 - b) * R = b + s :=
      ⟨(b + s) / (2 - b), mul_div_cancel₀ _ h2.ne'⟩
    refine ⟨R, (mul_pos_iff_of_pos_left h2).1 (by rw [hR]; linarith), ?_⟩
    apply mul_left_cancel₀ h2.ne'
    linear_combination ((2 - b) * R + (b + s) - 2 * b) * hR + hs
  have key : ∀ r : ℝ, ((2 - b) * r ^ 2 - 2 * b * r - 2 * b) * R ^ 2
      = 2 * b * (r - R) * (r * R + r + R) := fun r => by
    linear_combination r ^ 2 * hR
  have hanti : StrictAntiOn (reduced b) (Ioc 0 R) := by
    refine strictAntiOn_of_deriv_neg (convex_Ioc 0 R)
      (fun x hx => (hasDerivAt_reduced hb hx.1).continuousAt.continuousWithinAt) ?_
    intro r hr
    rw [interior_Ioc] at hr
    have hr0 : 0 < r := hr.1
    have hp : 2 * b * (r - R) * (r * R + r + R) < 0 :=
      mul_neg_of_neg_of_pos
        (mul_neg_of_pos_of_neg (by positivity) (by linarith [hr.2])) (by positivity)
    have hq : (2 - b) * r ^ 2 - 2 * b * r - 2 * b < 0 := by
      by_contra h
      have := mul_nonneg (not_lt.1 h) (sq_nonneg R)
      linarith [key r]
    rw [(hasDerivAt_reduced hb hr0).deriv]
    exact div_neg_of_neg_of_pos (mul_neg_of_pos_of_neg hb hq) (by positivity)
  have hmono : StrictMonoOn (reduced b) (Ici R) := by
    refine strictMonoOn_of_deriv_pos (convex_Ici R)
      (fun x hx => (hasDerivAt_reduced hb
        (lt_of_lt_of_le hR0 hx)).continuousAt.continuousWithinAt) ?_
    intro r hr
    rw [interior_Ici] at hr
    have hrR : R < r := hr
    have hr0 : 0 < r := hR0.trans hrR
    have hp : 0 < 2 * b * (r - R) * (r * R + r + R) :=
      mul_pos (mul_pos (by positivity) (by linarith)) (by positivity)
    have hq : 0 < (2 - b) * r ^ 2 - 2 * b * r - 2 * b := by
      by_contra h
      have := mul_nonneg (neg_nonneg.2 (not_lt.1 h)) (sq_nonneg R)
      linarith [key r]
    rw [(hasDerivAt_reduced hb hr0).deriv]
    exact div_pos (mul_pos hb hq) (by positivity)
  -- beyond R the reduced energy rises to zero, so it is negative
  have hneg : ∀ r, R ≤ r → reduced b r < 0 := fun r hr => by
    have hr1 : R ≤ r + 1 := by linarith
    have hlt : reduced b r < reduced b (r + 1) := hmono hr hr1 (by linarith)
    have hle : reduced b (r + 1) ≤ 0 := by
      refine ge_of_tendsto (tendsto_reduced hb) ?_
      filter_upwards [eventually_ge_atTop (r + 1)] with s hs
      exact hmono.monotoneOn hr1 (hr1.trans hs) hs
    linarith
  -- at r = √(b / e²) the logarithm exceeds 2 and the rational part is below 2
  obtain ⟨q, hq0, hq⟩ : ∃ q : ℝ, 0 < q ∧ 0 < reduced b q := by
    have hq0 : 0 < Real.sqrt (b / Real.exp 2) := Real.sqrt_pos.2 (by positivity)
    have hqs : Real.sqrt (b / Real.exp 2) ^ 2 = b / Real.exp 2 :=
      Real.sq_sqrt (by positivity)
    set q := Real.sqrt (b / Real.exp 2)
    have hE : b / q ^ 2 = Real.exp 2 := by
      rw [hqs]
      field_simp
    have hL : 2 < Real.log (1 + b / q + b / q ^ 2) := by
      rw [Real.lt_log_iff_exp_lt (by positivity), hE]
      have : 0 < b / q := by positivity
      linarith
    have hF : b * (q + 2) / (q ^ 2 + b * q + b) < 2 := by
      rw [div_lt_iff₀ (by positivity)]
      nlinarith [mul_pos hb hq0, pow_pos hq0 2]
    exact ⟨q, hq0, by unfold reduced; linarith⟩
  have hqR : q ≤ R := by
    by_contra h
    linarith [hneg q (not_le.1 h).le]
  obtain ⟨r₀, hr₀, hz⟩ := intermediate_value_Icc' hqR
    (fun x hx => (hasDerivAt_reduced hb
      (lt_of_lt_of_le hq0 hx.1)).continuousAt.continuousWithinAt)
    (show (0 : ℝ) ∈ Icc (reduced b R) (reduced b q) from ⟨(hneg R le_rfl).le, hq.le⟩)
  have h0 : 0 < r₀ := lt_of_lt_of_le hq0 hr₀.1
  refine ⟨r₀, h0, fun r hr hlt => ?_, ?_, fun r hlt => ?_⟩
  · rw [kinetic_eq a hb hr]
    have := hanti ⟨hr, hlt.le.trans hr₀.2⟩ ⟨h0, hr₀.2⟩ hlt
    exact mul_pos (neg_pos.2 ha) (by linarith)
  · rw [kinetic_eq a hb h0, hz, mul_zero]
  · rw [kinetic_eq a hb (h0.trans hlt)]
    refine mul_neg_of_pos_of_neg (neg_pos.2 ha) ?_
    rcases le_total r R with h | h
    · have := hanti ⟨h0, hr₀.2⟩ ⟨h0.trans hlt, h⟩ hlt
      linarith
    · exact hneg r h

/-- For `a < 0 < b` the kinetic correlation energy is positive at every density exactly when `b ≥
2`; for `b < 2` it is negative at all sufficiently large `r`. -/
theorem kinetic_pos_iff {a b : ℝ} (ha : a < 0) (hb : 0 < b) :
    ((∀ r, 0 < r → 0 < kinetic a b r) ↔ 2 ≤ b) ∧
      (b < 2 → ∀ᶠ r in atTop, kinetic a b r < 0) := by
  refine ⟨⟨fun h => ?_, fun h2 r hr => ?_⟩, fun h => ?_⟩
  · by_contra hlt
    obtain ⟨r₀, h0, -, hz, -⟩ := kinetic_sign_change ha hb (not_le.1 hlt)
    exact (h r₀ h0).ne' hz
  · -- for b ≥ 2 the reduced energy decreases strictly to zero
    have hanti : StrictAntiOn (reduced b) (Ioi 0) := by
      refine strictAntiOn_of_deriv_neg (convex_Ioi 0)
        (fun x hx => (hasDerivAt_reduced hb hx).continuousAt.continuousWithinAt) ?_
      intro x hx
      have hx0 : 0 < x := interior_subset hx
      rw [(hasDerivAt_reduced hb hx0).deriv]
      refine div_neg_of_neg_of_pos (mul_neg_of_pos_of_neg hb ?_) (by positivity)
      nlinarith [mul_nonneg (sub_nonneg.2 h2) (sq_nonneg x), mul_pos hb hx0]
    have hr1 : 0 < r + 1 := by linarith
    have hlt : reduced b (r + 1) < reduced b r := hanti hr hr1 (by linarith)
    have hge : 0 ≤ reduced b (r + 1) := by
      refine le_of_tendsto (tendsto_reduced hb) ?_
      filter_upwards [eventually_ge_atTop (r + 1)] with s hs
      exact hanti.antitoneOn hr1 (lt_of_lt_of_le hr1 hs) hs
    rw [kinetic_eq a hb hr]
    exact mul_pos (neg_pos.2 ha) (by linarith)
  · obtain ⟨r₀, -, -, -, hn⟩ := kinetic_sign_change ha hb h
    filter_upwards [eventually_gt_atTop r₀] with r hr
    exact hn r hr

end

end ChachiyoKineticSign
```

```lean
#print axioms ChachiyoKineticSign.kinetic_pos_iff
-- 'ChachiyoKineticSign.kinetic_pos_iff' depends on axioms: [propext, Classical.choice, Quot.sound]
```

## The sign of t reduces to one function of r

Write $L(r)=\ln(1+b/r+b/r^2)$ and $Q(r)=r^2+br+b$. Since $L=\ln Q-2\ln r$,

$$L'(r)=\frac{2r+b}{Q}-\frac{2}{r}=-\frac{b(r+2)}{rQ}.$$

The product rule gives $(r\,e)'=a(L+rL')$, hence

$$t(r)=-a\,g(r),\qquad g(r)=L(r)-\frac{b(r+2)}{Q(r)}.$$

With $a<0$, the signs of $t$ and $g$ agree. A second differentiation gives

$$g'(r)=-\frac{b(r+2)}{rQ}-\frac{b\,[Q-(r+2)(2r+b)]}{Q^2}=\frac{b\,P(r)}{rQ^2},$$

$$P(r)=(2-b)r^2-2br-2b.$$

As $r\to\infty$, the logarithm tends to $\ln 1=0$ and the fraction in $g$ also vanishes, so $g\to0$.

In the Lean code, $g$ is `reduced b`. The lemma `hasDerivAt_log_part` supplies $L'$, `kinetic_eq` proves $t=-a\,g$, `hasDerivAt_reduced` supplies $g'$, and `tendsto_reduced` proves the limit. For the limit, the fraction is squeezed between $0$ and $3b/r$ once $r\ge1$. In the derivative lemmas, `field_simp` and `ring` carry out the algebra over a common denominator.

## For b ≥ 2 the function falls to zero from above

If $b\ge2$, every term of $P$ is at most zero and $-2br-2b$ is strictly negative, so $g'<0$ for all $r>0$. Thus $g$ decreases strictly towards zero, and

$$g(r)>g(r+1)\ge0.$$

The intermediate point $r+1$ makes the inequality strict; the limit alone would give only $g(r)\ge0$. The proof of `kinetic_pos_iff` does the same, with `strictAntiOn_of_deriv_neg` for the decrease and `le_of_tendsto` for the bound at $r+1$.

## For b < 2 there is one sign change

If $0<b<2$, the quadratic $P$ has one positive root,

$$R=\frac{b+\sqrt{4b-b^2}}{2-b}.$$

Combining $P(r)R^2$ with $P(R)=0$ gives

$$P(r)R^2=2b(r-R)(rR+r+R),$$

so $P$ is negative before $R$ and positive after it. This identity is `key` in `kinetic_sign_change`. Therefore $g$ decreases strictly on $(0,R]$ and increases strictly on $[R,\infty)$. Because it increases to the limit $0$, it is negative from $R$ onwards.

At small $r$ it is positive somewhere. Take $q=\sqrt{b/e^2}$, where this $e$ is Euler's number. Then $b/q^2=e^2$, so $L(q)>2$, while

$$\frac{b(q+2)}{q^2+bq+b}<2$$

because $bq+2b<2q^2+2bq+2b$. Hence $g(q)>0$, which forces $q<R$. The intermediate value theorem gives a zero $r_0$ between $q$ and $R$. Strict decrease up to $R$ makes $g$ positive before $r_0$ and negative between $r_0$ and $R$; beyond $R$ it is already known to be negative.

This also settles the converse: positivity at every $r>0$ is incompatible with $b<2$, since $t(r_0)=0$.

## What the Lean statements say

The parameters `a`, `b` and `r` are real numbers, and energies carry the units of `a`. The condition `a < 0` expresses that correlation lowers the energy. The condition `0 < b` keeps the logarithm positive; physically, $b$ fixes the constant term $a\ln b$ in the high-density form $e\approx a\ln(b/r^2)$ and the coefficient of the low-density tail $e\approx ab/r$.

The definition `kinetic` uses the actual derivative of $s\,e(s)$ at `r`. The virial relation itself enters through this definition and is not derived from a Hamiltonian.

The theorem `kinetic_pos_iff` has two parts. The first says that $t(r)>0$ for all $r>0$ if and only if $b\ge2$. The second says that, for $b<2$, there is a radius beyond which $t$ is always negative: this is the meaning of `∀ᶠ r in atTop`. The theorem `kinetic_sign_change` gives the full pattern for $0<b<2$: positive below $r_0$, zero at $r_0$, negative above it. It proves that $r_0$ exists but gives no formula for it.

For electronic structure, the result is a constraint on parameters when this particular two-parameter formula is fitted to the uniform gas. It concerns the sign of $t$ and not the accuracy of $e$, and it does not treat a formula with different coefficients in front of $1/r$ and $1/r^2$.

## Where the sign conditions are needed

Without $a<0$, take $a=0$ and $b=2$. Then $e$ and $t$ vanish identically, so $t$ is not positive although $b\ge2$. Without $b>0$, take $a=-1$ and $b=0$. Again $t$ is zero everywhere, so it is not negative at large $r$ although $b<2$.

## Defining t by its closed form

The kinetic energy could also have been defined directly as $-a\,g(r)$. The sign analysis would stay the same and `kinetic_eq` would be unnecessary, but the theorem would then concern a given expression, and its link to the virial derivative of Chachiyo's energy would have to be taken on trust.
